# Massive Dirac band: tr g exceeds |Ω| by (E − |m|)²/(4E⁴)

## Hamiltonian, projector and sign conventions

Let x and y be real momenta and m ≠ 0 a real mass, in units where ħ and the Dirac velocity are 1. With the Pauli matrices σ = (σx, σy, σz), the Hamiltonian is

H = xσx + yσy + mσz.

The mass stands for whatever opens the gap at the Dirac point, for instance a sublattice potential; the gap there is 2|m|. Set

E = √(x² + y² + m²), n = (x, y, m)/E, P = (1 + n·σ)/2.

For i, j ∈ {x, y}, the quantum geometric tensor, the metric and the Berry curvature are

Q_ij = tr(P ∂iP ∂jP), g_ij = Re Q_ij, Ω = −2 Im Q_xy.

They depend on P alone, so no phase of the eigenvector has to be chosen. The opposite sign convention for Ω would flip the sign of its closed form below but leave the two comparisons with the metric unchanged, since they involve only |Ω| and Ω².

The claim is that

tr g − |Ω| = (E − |m|)²/(4E⁴),

which vanishes only at x = y = 0. For an isolated band of a crystal, with g taken from the cell-periodic Bloch functions, the Brillouin-zone average of tr g is the gauge-invariant part of the Wannier spread; the formula here compares tr g with |Ω| point by point in a non-interacting two-band continuum model, which has no Brillouin zone of its own.

## Metric and curvature from the Bloch vector

Since n is a unit vector, (n·σ)² = 1. Hence P² = (2 + 2n·σ)/4 = P, and H = E n·σ gives HP = E(n·σ + 1)/2 = EP. Since P is also Hermitian with trace 1, and the other eigenvalue of the traceless H is −E, P is the orthogonal projector onto the upper band.

From ∂xE = x/E and ∂yE = y/E, with e_x and e_y the first two unit vectors,

∂x n = (e_x − (x/E) n)/E = (y² + m², −xy, −xm)/E³,

∂y n = (e_y − (y/E) n)/E = (−xy, x² + m², −ym)/E³.

The derivatives of P are ∂iP = (∂i n)·σ/2. For real vectors a and b,

(a·σ)(b·σ) = a·b + i(a×b)·σ.

Multiplying by P and taking the trace, with tr σ = 0 and tr(σiσj) = 2δ_ij, gives

tr(P (a·σ/2)(b·σ/2)) = (a·b + i n·(a×b))/4.

With a = ∂i n and b = ∂j n, the metric is g_ij = ∂i n·∂j n/4. In particular, tr g = (|∂x n|² + |∂y n|²)/4. The scalar products are

|∂x n|² = (1 − x²/E²)/E² = (y² + m²)/E⁴,

|∂y n|² = (1 − y²/E²)/E² = (x² + m²)/E⁴,

∂x n·∂y n = −xy/E⁴.

In the triple product the terms along n drop out:

n·(∂x n × ∂y n) = n·(e_x × e_y)/E² = m/E³.

Therefore Im Q_xy = m/(4E³) and Ω = −m/(2E³).

## A perfect square and a determinant

Adding the diagonal entries gives tr g = (x² + y² + 2m²)/(4E⁴) = (E² + m²)/(4E⁴). Subtracting |Ω| = |m|/(2E³) = 2E|m|/(4E⁴) completes the square:

tr g − |Ω| = (E² − 2E|m| + m²)/(4E⁴) = (E − |m|)²/(4E⁴).

This is zero exactly when E = |m|, that is, when x² + y² = 0.

The determinant behaves differently:

det g = ((y² + m²)(x² + m²) − x²y²)/(16E⁸) = m²E²/(16E⁸) = (Ω/2)².

This equality holds at every momentum, and both sides are positive.

**Numbers at x = y = 2, m = 1.** Here E = 3 and 4E⁴ = 324. The metric has g_xx = g_yy = 5/324 and g_xy = −4/324, so tr g = 10/324. The curvature is Ω = −1/54 = −6/324. The excess is 4/324 = 1/81, in agreement with (3 − 1)²/324. The determinant is (25 − 16)/324² = (3/324)², which is (Ω/2)².

## The band and its tensor in Lean

```lean
import Mathlib

open Matrix

namespace MassiveDiracMetric

noncomputable section
```

Three-vectors are functions on `Fin 3`, and `pauliVec v` is v·σ as a complex 2×2 matrix.

```lean
/-- The Pauli matrix combination `v·σ` for a real three-vector `v`. -/
def pauliVec (v : Fin 3 → ℝ) : Matrix (Fin 2) (Fin 2) ℂ :=
  (v 0 : ℂ) • !![0, 1; 1, 0] + (v 1 : ℂ) • !![0, -Complex.I; Complex.I, 0]
    + (v 2 : ℂ) • !![1, 0; 0, -1]

/-- The matrix `(1 + v·σ)/2` belonging to the Bloch vector `v`. -/
def projector (v : Fin 3 → ℝ) : Matrix (Fin 2) (Fin 2) ℂ :=
  (1 / 2 : ℂ) • (1 + pauliVec v)

/-- The upper band energy `E = √(x² + y² + m²)` at momentum `(x, y)` and mass `m`. -/
def energy (m x y : ℝ) : ℝ := Real.sqrt (x ^ 2 + y ^ 2 + m ^ 2)

/-- The Bloch vector `n = (x, y, m)/E`. -/
def blochVec (m x y : ℝ) : Fin 3 → ℝ :=
  ![x / energy m x y, y / energy m x y, m / energy m x y]
```

The momentum directions x and y become the indices 0 and 1 of `Fin 2`. Each matrix entry of P is differentiated separately, with the other momentum held fixed.

```lean
/-- The derivatives of the band projector along the two momentum directions. -/
def projDeriv (m x y : ℝ) : Fin 2 → Matrix (Fin 2) (Fin 2) ℂ :=
  ![Matrix.of fun a b => deriv (fun t => projector (blochVec m t y) a b) x,
    Matrix.of fun a b => deriv (fun t => projector (blochVec m x t) a b) y]
```

Lean's `deriv` returns 0 where a function is not differentiable, so differentiability has to be established before these entries can be read as derivatives; for m ≠ 0, `blochVec_hasDerivAt` and `projector_hasDerivAt` below do this together.

```lean
/-- The quantum geometric tensor `Q_ij = tr(P ∂ᵢP ∂ⱼP)` of the upper band. -/
def geomTensor (m x y : ℝ) (i j : Fin 2) : ℂ :=
  (projector (blochVec m x y) * projDeriv m x y i * projDeriv m x y j).trace

/-- The quantum metric, the real part of the geometric tensor. -/
def metric (m x y : ℝ) (i j : Fin 2) : ℝ := (geomTensor m x y i j).re

/-- The Berry curvature `Ω = -2 Im Q_xy`. -/
def curvature (m x y : ℝ) : ℝ := -2 * (geomTensor m x y 0 1).im
```

## The eigenprojector and its derivatives

The first two lemmas supply E² = x² + y² + m² and, from m ≠ 0, E > 0.

```lean
/-- The squared energy is `x² + y² + m²`. -/
theorem energy_sq (m x y : ℝ) : energy m x y ^ 2 = x ^ 2 + y ^ 2 + m ^ 2 :=
  Real.sq_sqrt (by positivity)

/-- With a nonzero mass the upper band energy is positive at every momentum. -/
theorem energy_pos {m : ℝ} (hm : m ≠ 0) (x y : ℝ) : 0 < energy m x y :=
  Real.sqrt_pos.2 (by positivity)
```

The next theorem states P² = P and HP = EP. Inside it, `sq` is the identity (v·σ)² = |v|², `hn` applies it to the unit vector n, and `hH` is H = E n·σ. Expanding the products then finishes both parts.

```lean
/-- For nonzero mass the matrix `P = (1 + n·σ)/2` is idempotent, and the Dirac Hamiltonian `xσx +
yσy + mσz` acts on it as multiplication by `E`. -/
theorem projector_eigen {m : ℝ} (hm : m ≠ 0) (x y : ℝ) :
    projector (blochVec m x y) * projector (blochVec m x y) = projector (blochVec m x y) ∧
    pauliVec ![x, y, m] * projector (blochVec m x y)
      = (energy m x y : ℂ) • projector (blochVec m x y) := by
  have hne := (energy_pos hm x y).ne'
  -- the square of `v·σ` is the squared length of `v`
  have sq : ∀ v : Fin 3 → ℝ, pauliVec v * pauliVec v
      = ((v 0 ^ 2 + v 1 ^ 2 + v 2 ^ 2 : ℝ) : ℂ) • 1 := by
    intro v
    ext i j
    fin_cases i <;> fin_cases j <;>
      simp [pauliVec, Matrix.mul_apply, Fin.sum_univ_two] <;>
      (ring_nf; try simp only [Complex.I_sq]; try ring)
  have hn : pauliVec (blochVec m x y) * pauliVec (blochVec m x y) = 1 := by
    have h1 : blochVec m x y 0 ^ 2 + blochVec m x y 1 ^ 2 + blochVec m x y 2 ^ 2 = 1 := by
      change (x / energy m x y) ^ 2 + (y / energy m x y) ^ 2 + (m / energy m x y) ^ 2 = 1
      rw [div_pow, div_pow, div_pow, ← add_div, ← add_div, ← energy_sq m x y]
      exact div_self (pow_ne_zero 2 hne)
    rw [sq, h1, Complex.ofReal_one, one_smul]
  have hH : pauliVec ![x, y, m] = (energy m x y : ℂ) • pauliVec (blochVec m x y) := by
    have hv : ![x, y, m] = energy m x y • blochVec m x y := by
      ext i
      fin_cases i <;> simp [blochVec] <;> field_simp
    rw [hv]
    simp only [pauliVec, Pi.smul_apply, smul_eq_mul, Complex.ofReal_mul]
    module
  constructor
  · simp only [projector, smul_mul_assoc, mul_smul_comm, mul_add, add_mul, hn, one_mul, mul_one]
    module
  · rw [hH]
    simp only [projector, smul_mul_assoc, mul_smul_comm, mul_add, hn, mul_one]
    module
```

For the Bloch vector, `he` is ∂xE = x/E, and the symmetry `hc` of the energy under exchange of its momenta carries this over to y. The quotient rule is applied to constant numerators in `cx` and `cy`, and to the varying ones in `vx` and `vy`. `hasDerivAt_pi` assembles the components.

```lean
/-- The derivatives of the Bloch vector along the two momentum directions. -/
theorem blochVec_hasDerivAt {m : ℝ} (hm : m ≠ 0) (x y : ℝ) :
    HasDerivAt (fun t => blochVec m t y) ![(y ^ 2 + m ^ 2) / energy m x y ^ 3,
      -(x * y) / energy m x y ^ 3, -(x * m) / energy m x y ^ 3] x ∧
    HasDerivAt (fun t => blochVec m x t) ![-(y * x) / energy m x y ^ 3,
      (x ^ 2 + m ^ 2) / energy m x y ^ 3, -(y * m) / energy m x y ^ 3] y := by
  have hne := (energy_pos hm x y).ne'
  have hs := energy_sq m x y
  have he : ∀ u v, HasDerivAt (fun t => energy m t v) (u / energy m u v) u := by
    intro u v
    have h : HasDerivAt (fun t : ℝ => t ^ 2 + v ^ 2 + m ^ 2) (2 * u) u :=
      (((hasDerivAt_pow 2 u).add_const (v ^ 2)).add_const (m ^ 2)).congr_deriv (by norm_num)
    exact (h.sqrt (by positivity)).congr_deriv (mul_div_mul_left _ _ two_ne_zero)
  have hc : ∀ u v, energy m u v = energy m v u := by
    intro u v
    unfold energy
    rw [add_comm (u ^ 2)]
  have hx := he x y
  have hy : HasDerivAt (fun t => energy m x t) (y / energy m x y) y := by
    have h := he y x
    rw [hc y x] at h
    exact h.congr_of_eventuallyEq (Filter.Eventually.of_forall fun t => hc x t)
  -- quotient rule, for a constant and for a varying numerator
  have cx : ∀ c, HasDerivAt (fun t => c / energy m t y) (-(x * c) / energy m x y ^ 3) x :=
    fun c => ((hasDerivAt_const x c).fun_div hx hne).congr_deriv (by field_simp; ring)
  have cy : ∀ c, HasDerivAt (fun t => c / energy m x t) (-(y * c) / energy m x y ^ 3) y :=
    fun c => ((hasDerivAt_const y c).fun_div hy hne).congr_deriv (by field_simp; ring)
  have vx : HasDerivAt (fun t => t / energy m t y) ((y ^ 2 + m ^ 2) / energy m x y ^ 3) x :=
    ((hasDerivAt_id' x).fun_div hx hne).congr_deriv (by field_simp; linear_combination hs)
  have vy : HasDerivAt (fun t => t / energy m x t) ((x ^ 2 + m ^ 2) / energy m x y ^ 3) y :=
    ((hasDerivAt_id' y).fun_div hy hne).congr_deriv (by field_simp; linear_combination hs)
  constructor
  · rw [hasDerivAt_pi]
    intro i
    fin_cases i
    exacts [vx, cx y, cx m]
  · rw [hasDerivAt_pi]
    intro i
    fin_cases i
    exacts [cy x, vy, cy m]
```

Each entry of P is a constant plus a linear combination of the components of v, which is what `key` differentiates. The result is the rule ∂iP = (∂i n)·σ/2.

```lean
/-- Along a differentiable path of Bloch vectors, `(1 + v·σ)/2` has the derivative `v'·σ/2`. -/
theorem projector_hasDerivAt {v : ℝ → Fin 3 → ℝ} {v' : Fin 3 → ℝ} {t : ℝ}
    (h : HasDerivAt v v' t) (a b : Fin 2) :
    HasDerivAt (fun s => projector (v s) a b) (((1 / 2 : ℂ) • pauliVec v') a b) t := by
  have hi := fun i => (hasDerivAt_pi.1 h i).ofReal_comp
  have key : ∀ c p q r : ℂ, HasDerivAt
      (fun s => c + p * (v s 0 : ℂ) + q * (v s 1 : ℂ) + r * (v s 2 : ℂ))
      (p * (v' 0 : ℂ) + q * (v' 1 : ℂ) + r * (v' 2 : ℂ)) t := fun c p q r =>
    ((((hi 0).const_mul p).const_add c).fun_add ((hi 1).const_mul q)).fun_add
      ((hi 2).const_mul r)
  convert key (1 / 2 * (1 : Matrix (Fin 2) (Fin 2) ℂ) a b)
    (1 / 2 * (!![0, 1; 1, 0] : Matrix (Fin 2) (Fin 2) ℂ) a b)
    (1 / 2 * (!![0, -Complex.I; Complex.I, 0] : Matrix (Fin 2) (Fin 2) ℂ) a b)
    (1 / 2 * (!![1, 0; 0, -1] : Matrix (Fin 2) (Fin 2) ℂ) a b) using 1
  · funext s
    simp only [projector, pauliVec, Matrix.smul_apply, Matrix.add_apply, smul_eq_mul]
    ring
  · simp only [pauliVec, Matrix.smul_apply, Matrix.add_apply, smul_eq_mul]
    ring
```

The trace identity is stated for arbitrary real vectors, with n not required to have unit length. Its proof expands the matrix entries and uses i² = −1, in place of the product rule for Pauli matrices.

```lean
/-- The Pauli trace `tr(P(n) (a·σ/2)(b·σ/2))` equals `(a·b + i n·(a×b))/4`. -/
theorem trace_projector (n a b : Fin 3 → ℝ) :
    (projector n * ((1 / 2 : ℂ) • pauliVec a) * ((1 / 2 : ℂ) • pauliVec b)).trace
      = ((a ⬝ᵥ b : ℝ) : ℂ) / 4 + Complex.I * ((n ⬝ᵥ crossProduct a b : ℝ) : ℂ) / 4 := by

  simp [projector, pauliVec, Matrix.trace_fin_two, Matrix.mul_apply, Fin.sum_univ_two,
    dotProduct, Fin.sum_univ_three, cross_apply]
  ring_nf
  simp only [Complex.I_sq]
  ring
```

## Closed forms and the two comparisons

In `geometry_components`, `d0` and `d1` replace the entrywise derivatives by Pauli combinations. The trace identity then gives the tensor, and `hre` and `him` read off its real and imaginary parts. The remaining algebra rests on `hk`, which says (x² + y² + m²)/E² = 1.

```lean
/-- The band energy is positive, and the quantum metric and Berry curvature of the massive
Dirac band have the stated closed forms. -/
theorem geometry_components {m : ℝ} (hm : m ≠ 0) (x y : ℝ) :
    0 < energy m x y ∧
    metric m x y 0 0 = (y ^ 2 + m ^ 2) / (4 * energy m x y ^ 4) ∧
    metric m x y 1 1 = (x ^ 2 + m ^ 2) / (4 * energy m x y ^ 4) ∧
    metric m x y 0 1 = -(x * y) / (4 * energy m x y ^ 4) ∧
    curvature m x y = -m / (2 * energy m x y ^ 3) := by
  have hE := energy_pos hm x y
  have hk : (x ^ 2 + y ^ 2 + m ^ 2) * (energy m x y)⁻¹ ^ 2 = 1 := by
    rw [← energy_sq m x y, ← mul_pow, mul_inv_cancel₀ hE.ne', one_pow]
  obtain ⟨hx, hy⟩ := blochVec_hasDerivAt hm x y
  have d0 : projDeriv m x y 0 = (1 / 2 : ℂ) • pauliVec ![(y ^ 2 + m ^ 2) / energy m x y ^ 3,
      -(x * y) / energy m x y ^ 3, -(x * m) / energy m x y ^ 3] := by
    ext a b
    exact (projector_hasDerivAt hx a b).deriv
  have d1 : projDeriv m x y 1 = (1 / 2 : ℂ) • pauliVec ![-(y * x) / energy m x y ^ 3,
      (x ^ 2 + m ^ 2) / energy m x y ^ 3, -(y * m) / energy m x y ^ 3] := by
    ext a b
    exact (projector_hasDerivAt hy a b).deriv
  have hre : ∀ r s : ℝ, ((r : ℂ) / 4 + Complex.I * (s : ℂ) / 4).re = r / 4 := by
    intro r s
    simp
  have him : ∀ r s : ℝ, ((r : ℂ) / 4 + Complex.I * (s : ℂ) / 4).im = s / 4 := by
    intro r s
    simp
  refine ⟨hE, ?_, ?_, ?_, ?_⟩
  · rw [metric, geomTensor, d0, trace_projector, hre]
    simp only [dotProduct, Fin.sum_univ_three, Matrix.cons_val]
    linear_combination (y ^ 2 + m ^ 2) * (energy m x y)⁻¹ ^ 4 / 4 * hk
  · rw [metric, geomTensor, d1, trace_projector, hre]
    simp only [dotProduct, Fin.sum_univ_three, Matrix.cons_val]
    linear_combination (x ^ 2 + m ^ 2) * (energy m x y)⁻¹ ^ 4 / 4 * hk
  · rw [metric, geomTensor, d0, d1, trace_projector, hre]
    simp only [dotProduct, Fin.sum_univ_three, Matrix.cons_val]
    linear_combination -(x * y) * (energy m x y)⁻¹ ^ 4 / 4 * hk
  · rw [curvature, geomTensor, d0, d1, trace_projector, him]
    simp only [dotProduct, Fin.sum_univ_three, cross_apply, blochVec, Matrix.cons_val]
    linear_combination -(m / 2) * (energy m x y)⁻¹ ^ 3 *
      ((x ^ 2 + y ^ 2 + m ^ 2) * (energy m x y)⁻¹ ^ 2 + 1) * hk
```

The main theorem has three parts for every real x and y and every nonzero m: |Ω| is positive, the trace excess has the square form, and tr g = |Ω| holds if and only if x = 0 and y = 0. The step `hform` completes the square with |m|² = m². For the equality case, a zero excess forces E = |m|, so x² + y² = 0; conversely, E = |m| at the origin.

```lean
/-- For nonzero mass the Berry curvature never vanishes, the trace of the quantum metric exceeds
its magnitude by `(E - |m|)²/(4E⁴)`, and the two agree only at `x = y = 0`. -/
theorem trace_metric_sub_curvature {m : ℝ} (hm : m ≠ 0) (x y : ℝ) :
    0 < |curvature m x y| ∧
    metric m x y 0 0 + metric m x y 1 1 - |curvature m x y|
      = (energy m x y - |m|) ^ 2 / (4 * energy m x y ^ 4) ∧
    (metric m x y 0 0 + metric m x y 1 1 = |curvature m x y| ↔ x = 0 ∧ y = 0) := by
  obtain ⟨hE, h00, h11, -, hc⟩ := geometry_components hm x y
  have hs := energy_sq m x y
  have habs : |curvature m x y| = |m| / (2 * energy m x y ^ 3) := by
    rw [hc, abs_div, abs_neg, abs_of_pos (by positivity : 0 < 2 * energy m x y ^ 3)]
  have hform : metric m x y 0 0 + metric m x y 1 1 - |curvature m x y|
      = (energy m x y - |m|) ^ 2 / (4 * energy m x y ^ 4) := by
    have hEk : energy m x y * (energy m x y)⁻¹ = 1 := mul_inv_cancel₀ hE.ne'
    rw [h00, h11, habs]
    -- complete the square, using `E² = x² + y² + m²` and `|m|² = m²`
    linear_combination -((energy m x y)⁻¹ ^ 4 / 4) * hs
      - (energy m x y)⁻¹ ^ 4 / 4 * sq_abs m + |m| * (energy m x y)⁻¹ ^ 3 / 2 * hEk
  refine ⟨?_, hform, ?_, ?_⟩
  · rw [habs]
    have := abs_pos.2 hm
    positivity
  · intro h
    have h0 : (energy m x y - |m|) ^ 2 / (4 * energy m x y ^ 4) = 0 := by linarith
    have h1 : energy m x y - |m| = 0 := by
      rcases div_eq_zero_iff.1 h0 with h | h
      · exact (pow_eq_zero_iff two_ne_zero).1 h
      · exact absurd h (by positivity)
    have h2 : energy m x y = |m| := by linarith
    have h3 := sq_abs m
    rw [← h2, hs] at h3
    exact ⟨(pow_eq_zero_iff two_ne_zero).1 (by linarith [sq_nonneg x, sq_nonneg y]),
      (pow_eq_zero_iff two_ne_zero).1 (by linarith [sq_nonneg x, sq_nonneg y])⟩
  · rintro ⟨rfl, rfl⟩
    have h1 : energy m 0 0 = |m| := by simp [energy, Real.sqrt_sq_eq_abs]
    have h2 : (energy m 0 0 - |m|) ^ 2 / (4 * energy m 0 0 ^ 4) = 0 := by
      rw [h1]
      simp
    linarith
```

The last theorem writes det g as g_xx g_yy − g_xy² and substitutes the closed forms. Its positivity comes from the nonvanishing curvature just proved.

```lean
/-- For nonzero mass, at every momentum, the determinant of the quantum metric is positive and
equals the square of half the Berry curvature. -/
theorem det_metric {m : ℝ} (hm : m ≠ 0) (x y : ℝ) :
    0 < metric m x y 0 0 * metric m x y 1 1 - metric m x y 0 1 ^ 2 ∧
    metric m x y 0 0 * metric m x y 1 1 - metric m x y 0 1 ^ 2
      = (curvature m x y / 2) ^ 2 := by
  obtain ⟨hE, h00, h11, h01, hc⟩ := geometry_components hm x y
  have hk : (x ^ 2 + y ^ 2 + m ^ 2) * (energy m x y)⁻¹ ^ 2 = 1 := by
    rw [← energy_sq m x y, ← mul_pow, mul_inv_cancel₀ hE.ne', one_pow]
  have h : metric m x y 0 0 * metric m x y 1 1 - metric m x y 0 1 ^ 2
      = (curvature m x y / 2) ^ 2 := by
    rw [h00, h11, h01, hc]
    linear_combination m ^ 2 * (energy m x y)⁻¹ ^ 6 / 16 * hk
  refine ⟨?_, h⟩
  have hne : curvature m x y ≠ 0 := abs_pos.1 (trace_metric_sub_curvature hm x y).1
  rw [h]
  positivity

end

end MassiveDiracMetric
```

```lean
#print axioms MassiveDiracMetric.projector_eigen
-- 'MassiveDiracMetric.projector_eigen' depends on axioms: [propext, Classical.choice, Quot.sound]
#print axioms MassiveDiracMetric.geometry_components
-- 'MassiveDiracMetric.geometry_components' depends on axioms: [propext, Classical.choice, Quot.sound]
#print axioms MassiveDiracMetric.det_metric
-- 'MassiveDiracMetric.det_metric' depends on axioms: [propext, Classical.choice, Quot.sound]
```

The two comparisons are pointwise in momentum and are proved for this Hamiltonian only: they contain no integrated curvature or Chern number, and they leave out the massless case, where the two bands touch at the origin.
